# A divide-and-conquer density matrix with energy below the exact minimum on a three-site chain

At zero temperature a level exactly at the chemical potential has no definite occupation, and the three-site hopping chain has such a level when μ = 0. Here it is half filled, which is the value of the Fermi function at e = μ for every positive temperature. A density matrix is then specified by what it does to eigenvectors: it multiplies each one by the occupation of its energy.

With this convention, the Yang-Lee divide-and-conquer matrix for subsystems {0,1}, {0,1,2}, {1,2} with cores 0, 1, 2 has an eigenvalue above one and an energy that is too low. For this non-interacting three-site model, a lower divide-and-conquer energy is therefore no sign of a better density matrix.

## Occupations and the chain

```lean
import Mathlib

open Matrix

namespace DivideAndConquerChain

noncomputable section
```

This loads Mathlib and the matrix notation: `*ᵥ` is matrix times vector and `⬝ᵥ` is the dot product.

```lean
/-- Zero-temperature occupation of a level of energy `e` at chemical potential zero,
with a level at zero energy half filled. -/
def occ (e : ℝ) : ℝ := if e < 0 then 1 else if e = 0 then 1 / 2 else 0
```

The occupation is 1 below zero energy, 1/2 at zero and 0 above. Energies are measured from the chemical potential.

```lean
/-- `P` is a Fermi matrix of `H`: it multiplies each eigenvector of `H` by the occupation
of its energy. -/
def IsFermi {n : ℕ} (H P : Matrix (Fin n) (Fin n) ℝ) : Prop :=
  ∀ (e : ℝ) (v : Fin n → ℝ), H *ᵥ v = e • v → P *ᵥ v = occ e • v
```

`IsFermi H P` says that Hv = ev implies Pv = occ(e)v, for every real e and v. `Fin n` labels the sites 0, …, n−1.

```lean
/-- Adjacency matrix of the three-site chain. -/
def adj : Matrix (Fin 3) (Fin 3) ℝ := !![0, 1, 0; 1, 0, 1; 0, 1, 0]
```

The matrix A has a 1 for each neighbouring pair, 0–1 and 1–2.

```lean
/-- Hopping Hamiltonian of the three-site chain. -/
def chainH : Matrix (Fin 3) (Fin 3) ℝ := -adj
```

The Hamiltonian is H = −A: equal site energies, set to zero, and a hopping amplitude of −1, which fixes the energy unit. The orbitals are orthonormal, and spin is left out.

```lean
/-- The first two sites of the chain. -/
def leftSites : Fin 2 → Fin 3 := ![0, 1]

/-- The last two sites of the chain. -/
def rightSites : Fin 2 → Fin 3 := ![1, 2]
```

These two maps send the local labels of each pair to sites of the chain. The submatrix of H along such a map is the subsystem Hamiltonian.

## Assembling the subsystems

```lean
/-- Contribution of a subsystem with distinct sites `f`, core site `c` and density matrix `P`:
the element `i j` has weight one half for each of `i`, `j` that is the core site. -/
def share {m : ℕ} (c : Fin 3) (f : Fin m → Fin 3) (P : Matrix (Fin m) (Fin m) ℝ) :
    Matrix (Fin 3) (Fin 3) ℝ :=
  Matrix.of fun i j => ((if i = c then 1 else 0) + (if j = c then 1 else 0)) / 2 *
    ∑ a, ∑ b, if f a = i ∧ f b = j then P a b else 0
```

The double sum puts the element P a b back at its place in the chain. The prefactor is the Yang-Lee weight: 1 if i and j are both the core site c, 1/2 if exactly one is, and 0 otherwise.

```lean
/-- The Yang-Lee density matrix assembled from the left pair, the whole chain and the right
pair, whose cores are the first, second and third site. -/
def yangLee (P₁ : Matrix (Fin 2) (Fin 2) ℝ) (P₂ : Matrix (Fin 3) (Fin 3) ℝ)
    (P₃ : Matrix (Fin 2) (Fin 2) ℝ) : Matrix (Fin 3) (Fin 3) ℝ :=
  share 0 leftSites P₁ + share 1 id P₂ + share 2 rightSites P₃
```

The three contributions are added. The middle subsystem is the whole chain, so its map is the identity.

```lean
/-- Real symmetric one-particle density matrices with `0 ≤ Q ≤ 1` as quadratic forms. -/
def IsEnsemble (Q : Matrix (Fin 3) (Fin 3) ℝ) : Prop :=
  Q.IsSymm ∧ ∀ x : Fin 3 → ℝ, 0 ≤ x ⬝ᵥ Q *ᵥ x ∧ x ⬝ᵥ Q *ᵥ x ≤ x ⬝ᵥ x
```

The competitors for the exact minimum are real symmetric Q with 0 ≤ x·Qx ≤ x·x for all x, so no orbital holds less than zero or more than one electron. Their trace is free.

```lean
/-- Density matrix with all elements one half on two sites. -/
def dimerP : Matrix (Fin 2) (Fin 2) ℝ := !![1 / 2, 1 / 2; 1 / 2, 1 / 2]

/-- Density matrix on three sites with diagonal one half and bond order `√2 / 4`. -/
def trimerP : Matrix (Fin 3) (Fin 3) ℝ :=
  !![1 / 2, √2 / 4, 0; √2 / 4, 1 / 2, √2 / 4; 0, √2 / 4, 1 / 2]
```

These are the candidate density matrices for two and three sites, with bond orders 1/2 and √2/4. So far they are only explicit matrices; their link to H is proved below.

```lean
private lemma sqrt_two_mul : √2 * √2 = (2 : ℝ) := Real.mul_self_sqrt (by norm_num)

private lemma sqrt_two_pos : (0 : ℝ) < √2 := Real.sqrt_pos.mpr (by norm_num)
```

The proofs need only these two properties of √2: its square is 2 and it is positive.

```lean
private lemma occ_neg {e : ℝ} (h : e < 0) : occ e = 1 := if_pos h

private lemma occ_zero : occ 0 = 1 / 2 := by simp [occ]

private lemma occ_pos {e : ℝ} (h : 0 < e) : occ e = 0 := by
  simp [occ, not_lt_of_ge h.le, h.ne']
```

These give the three values of the occupation.

```lean
private lemma chainH_eq : chainH = !![0, -1, 0; -1, 0, -1; 0, -1, 0] := by
  ext i j; fin_cases i <;> fin_cases j <;> simp [chainH, adj]

private lemma left_eq : chainH.submatrix leftSites leftSites = !![0, -1; -1, 0] := by
  rw [chainH_eq]; ext i j; fin_cases i <;> fin_cases j <;> simp [leftSites]

private lemma right_eq : chainH.submatrix rightSites rightSites = !![0, -1; -1, 0] := by
  rw [chainH_eq]; ext i j; fin_cases i <;> fin_cases j <;> simp [rightSites]
```

Here H and its two pair submatrices are written out. Both pairs have the same two-site Hamiltonian.

## The subsystem density matrices

```lean
/-- The two-site hopping Hamiltonian has `dimerP` as its only Fermi matrix. -/
theorem fermi_dimer (P : Matrix (Fin 2) (Fin 2) ℝ) :
    IsFermi !![0, -1; -1, 0] P ↔ P = dimerP := by
  constructor
  · intro h
    -- bonding and antibonding orbitals fix all elements
    have h1 := h (-1) ![1, 1] (by
      ext i; fin_cases i <;> simp [Matrix.mulVec, dotProduct, Fin.sum_univ_two])
    have h2 := h 1 ![1, -1] (by
      ext i; fin_cases i <;> simp [Matrix.mulVec, dotProduct, Fin.sum_univ_two])
    rw [occ_neg (by norm_num)] at h1
    rw [occ_pos (by norm_num)] at h2
    have a0 := congrFun h1 0
    have a1 := congrFun h1 1
    have b0 := congrFun h2 0
    have b1 := congrFun h2 1
    simp [Matrix.mulVec, dotProduct, Fin.sum_univ_two] at a0 a1 b0 b1
    ext i j
    fin_cases i <;> fin_cases j <;> simp [dimerP] <;> linarith
  · rintro rfl e v h
    have h0 := congrFun h 0
    have h1 := congrFun h 1
    simp [Matrix.mulVec, dotProduct, Fin.sum_univ_two] at h0 h1
    rcases lt_trichotomy e 0 with he | rfl | he
    · have k : v 0 - v 1 = 0 := (mul_eq_zero.mp
        (show (e - 1) * (v 0 - v 1) = 0 by linarith)).resolve_left (by linarith)
      rw [occ_neg he]
      ext i; fin_cases i <;>
        simp [dimerP, Matrix.mulVec, dotProduct, Fin.sum_univ_two] <;> linarith
    · rw [occ_zero]
      ext i; fin_cases i <;>
        simp [dimerP, Matrix.mulVec, dotProduct, Fin.sum_univ_two] <;> linarith
    · have k : v 0 + v 1 = 0 := (mul_eq_zero.mp
        (show (e + 1) * (v 0 + v 1) = 0 by linarith)).resolve_left (by linarith)
      rw [occ_pos he]
      ext i; fin_cases i <;>
        simp [dimerP, Matrix.mulVec, dotProduct, Fin.sum_univ_two] <;> linarith
```

The sign `↔` means "if and only if": `dimerP` is a Fermi matrix of the pair, and the only one.

For uniqueness, use the orbitals (1,1)/√2 at e = −1 and (1,−1)/√2 at e = 1. The first must be kept and the second removed, so in each row of P the elements sum to 1 and are equal. All are 1/2. Lean uses the unnormalised vectors and leaves the linear equations to `linarith`.

Conversely, Hv = ev reads −v₁ = ev₀ and −v₀ = ev₁. Subtracting and adding give

(e − 1)(v₀ − v₁) = 0,  (e + 1)(v₀ + v₁) = 0.

If e < 0, then v₀ = v₁ and `dimerP` keeps v. If e > 0, then v₀ = −v₁ and it removes v. If e = 0, then v = 0. These are the three cases of `lt_trichotomy`.

```lean
/-- The three-site chain has `trimerP` as its only Fermi matrix. -/
theorem fermi_trimer (P : Matrix (Fin 3) (Fin 3) ℝ) :
    IsFermi chainH P ↔ P = trimerP := by
  have hs := sqrt_two_mul
  have hp := sqrt_two_pos
  rw [chainH_eq]
  constructor
  · intro h
    have h1 := h (-√2) ![1, √2, 1] (by
      ext i; fin_cases i <;> simp [Matrix.mulVec, dotProduct, Fin.sum_univ_three]
      linarith)
    have h2 := h 0 ![1, 0, -1] (by
      ext i; fin_cases i <;> simp [Matrix.mulVec, dotProduct, Fin.sum_univ_three])
    have h3 := h √2 ![1, -√2, 1] (by
      ext i; fin_cases i <;> simp [Matrix.mulVec, dotProduct, Fin.sum_univ_three]
      linarith)
    rw [occ_neg (by linarith), one_smul] at h1
    rw [occ_zero] at h2
    rw [occ_pos hp, zero_smul] at h3
    have k1 : ∀ i, P i 0 * 1 + P i 1 * √2 + P i 2 * 1 = ![1, √2, 1] i := fun i => by
      simpa [Matrix.mulVec, dotProduct, Fin.sum_univ_three] using congrFun h1 i
    have k2 : ∀ i, P i 0 * 1 + P i 1 * 0 + P i 2 * (-1) = 1 / 2 * ![1, 0, -1] i := fun i => by
      have := congrFun h2 i
      rw [Pi.smul_apply, smul_eq_mul] at this
      rw [← this]
      simp [Matrix.mulVec, dotProduct, Fin.sum_univ_three]
    have k3 : ∀ i, P i 0 * 1 + P i 1 * (-√2) + P i 2 * 1 = 0 := fun i => by
      simpa [Matrix.mulVec, dotProduct, Fin.sum_univ_three] using congrFun h3 i
    -- solve for the three columns
    have c0 : ∀ i, P i 0 = ![1, √2, 1] i / 4 + ![1, 0, -1] i / 4 := fun i => by
      linear_combination (k1 i + k3 i) / 4 + k2 i / 2
    have c1 : ∀ i, P i 1 = √2 / 4 * ![1, √2, 1] i := fun i => by
      linear_combination √2 / 4 * (k1 i - k3 i) - P i 1 / 2 * hs
    have c2 : ∀ i, P i 2 = ![1, √2, 1] i / 4 - ![1, 0, -1] i / 4 := fun i => by
      linear_combination (k1 i + k3 i) / 4 - k2 i / 2
    ext i j
    fin_cases i <;> fin_cases j <;> simp [c0, c1, c2, trimerP] <;> linarith
  · rintro rfl e v h
    have h0 := congrFun h 0
    have h1 := congrFun h 1
    have h2 := congrFun h 2
    simp [Matrix.mulVec, dotProduct, Fin.sum_univ_three] at h0 h1 h2
    rcases lt_trichotomy e 0 with he | rfl | he
    · have k : v 2 = v 0 := mul_left_cancel₀ he.ne (by linarith)
      have q : (e + √2) * v 0 = 0 := (mul_eq_zero.mp
        (show (e - √2) * ((e + √2) * v 0) = 0 by
          linear_combination h1 - e * h0 + k - v 0 * hs)).resolve_left (by linarith)
      have r : v 1 = √2 * v 0 := by linarith
      rw [occ_neg he]
      ext i; fin_cases i <;>
        simp [trimerP, Matrix.mulVec, dotProduct, Fin.sum_univ_three, k, r] <;>
        linarith [show √2 * √2 * v 0 = 2 * v 0 by rw [hs]]
    · have r : v 1 = 0 := by linarith
      have k : v 2 = -v 0 := by linarith
      rw [occ_zero]
      ext i; fin_cases i <;>
        simp [trimerP, Matrix.mulVec, dotProduct, Fin.sum_univ_three, k, r]
    · have k : v 2 = v 0 := mul_left_cancel₀ he.ne' (by linarith)
      have q : (e - √2) * v 0 = 0 := (mul_eq_zero.mp
        (show (e + √2) * ((e - √2) * v 0) = 0 by
          linear_combination h1 - e * h0 + k - v 0 * hs)).resolve_left (by linarith)
      have r : v 1 = -(√2 * v 0) := by linarith
      rw [occ_pos he]
      ext i; fin_cases i <;>
        simp [trimerP, Matrix.mulVec, dotProduct, Fin.sum_univ_three, k, r] <;>
        linarith [show √2 * √2 * v 0 = 2 * v 0 by rw [hs]]
```

The same statement holds for the trimer. Its normalised orbitals are

(1, √2, 1)/2 at e = −√2,
(1, 0, −1)/√2 at e = 0,
(1, −√2, 1)/2 at e = √2.

A Fermi matrix keeps the first, halves the second and removes the third. Since

(1,0,0) = ¼(1,√2,1) + ½(1,0,−1) + ¼(1,−√2,1),

column 0 of P is ¼(1,√2,1) + ¼(1,0,−1) = (1/2, √2/4, 0). Similarly, column 1 is (√2/4)(1,√2,1) and column 2 is (0, √2/4, 1/2). These are `c0`, `c1` and `c2` in the proof.

Conversely, the eigenvalue equations are

−v₁ = ev₀,  −v₀ − v₂ = ev₁,  −v₁ = ev₂.

For e ≠ 0 they give v₂ = v₀ and (e² − 2)v₀ = 0. Hence v is a multiple of (1,√2,1) if e < 0 and of (1,−√2,1) if e > 0. For e = 0, v₁ = 0 and v₂ = −v₀. Multiplying by `trimerP` gives the required occupation each time.

```lean
/-- The matrices `dimerP`, `trimerP`, `dimerP` are Fermi matrices of the three subsystems. -/
theorem subsystems_witness :
    IsFermi (chainH.submatrix leftSites leftSites) dimerP ∧ IsFermi chainH trimerP ∧
      IsFermi (chainH.submatrix rightSites rightSites) dimerP := by
  rw [left_eq, right_eq]
  exact ⟨(fermi_dimer _).mpr rfl, (fermi_trimer _).mpr rfl, (fermi_dimer _).mpr rfl⟩
```

The three subsystems therefore do have Fermi matrices, as the later theorems assume.

## The exact minimum

```lean
/-- The least energy of the chain over density matrices with `0 ≤ Q ≤ 1` is `-√2`. -/
theorem exact_minimum :
    IsLeast {E : ℝ | ∃ Q, IsEnsemble Q ∧ E = (Q * chainH).trace} (-√2) := by
  have hs := sqrt_two_mul
  rw [chainH_eq]
  constructor
  · refine ⟨trimerP, ⟨?_, fun x => ?_⟩, ?_⟩
    · ext i j; fin_cases i <;> fin_cases j <;> simp [trimerP]
    · -- both bounds are sums of squares
      have p := sq_nonneg (x 1 + √2 / 2 * (x 0 + x 2))
      have m := sq_nonneg (x 1 - √2 / 2 * (x 0 + x 2))
      have d := sq_nonneg (x 0 - x 2)
      have s : √2 * √2 * (x 0 + x 2) ^ 2 = 2 * (x 0 + x 2) ^ 2 := by rw [hs]
      simp only [trimerP, Matrix.mulVec, dotProduct, Fin.sum_univ_three]
      constructor <;> simp <;> linarith
    · simp [trimerP, Matrix.trace, Fin.sum_univ_three]
      linarith
  · rintro E ⟨Q, ⟨_, hQ⟩, rfl⟩
    -- test Q on the lowest and the highest orbital
    have hx := (hQ ![1, √2, 1]).2
    have hy := (hQ ![1, -√2, 1]).1
    simp [Matrix.mulVec, dotProduct, Fin.sum_univ_three] at hx hy
    have ht : Q 0 1 + Q 1 0 + Q 1 2 + Q 2 1 ≤ √2 :=
      le_of_mul_le_mul_left (by linarith) sqrt_two_pos
    simp [Matrix.trace, Matrix.mul_apply, Fin.sum_univ_three]
    linarith
```

`IsLeast` says that −√2 is the energy of some admissible Q and that no admissible Q has a lower one.

The minimum is attained by `trimerP`, whose energy is −4·(√2/4) = −√2. It is admissible because, with T = `trimerP`, s = x₀ + x₂ and d = x₀ − x₂,

x·Tx = ½(x₁ + s/√2)² + ¼d²,
x·x − x·Tx = ½(x₁ − s/√2)² + ¼d².

For the lower bound, let u = (1,√2,1)/2 and w = (1,−√2,1)/2. Then

Tr(QH) = −√2(u·Qu − w·Qw) ≥ −√2,

because u·Qu ≤ 1 and w·Qw ≥ 0. Lean's vectors are twice as long, so its first bound is 4.

## The assembled matrix and its energy

```lean
/-- The Yang-Lee matrix built from Fermi matrices of the three subsystems is
`1/2 + ((2 + √2)/8) A`. -/
theorem yangLee_eq {P₁ P₃ : Matrix (Fin 2) (Fin 2) ℝ} {P₂ : Matrix (Fin 3) (Fin 3) ℝ}
    (h₁ : IsFermi (chainH.submatrix leftSites leftSites) P₁) (h₂ : IsFermi chainH P₂)
    (h₃ : IsFermi (chainH.submatrix rightSites rightSites) P₃) :
    yangLee P₁ P₂ P₃ = (1 / 2 : ℝ) • 1 + ((2 + √2) / 8) • adj := by
  rw [left_eq, fermi_dimer] at h₁
  rw [right_eq, fermi_dimer] at h₃
  rw [fermi_trimer] at h₂
  subst h₁ h₂ h₃
  ext i j
  fin_cases i <;> fin_cases j <;>
    simp [yangLee, share, leftSites, rightSites, dimerP, trimerP, adj,
      Fin.sum_univ_two, Fin.sum_univ_three] <;> ring
```

The hypotheses `h₁`, `h₂`, `h₃` say that P₁, P₂, P₃ are Fermi matrices of the subsystems. By uniqueness they are the explicit matrices above.

Each diagonal element comes from the subsystem whose core is that site, with weight 1, and equals 1/2. The bond 0–1 receives half from the left pair and half from the trimer:

½·½ + ½·(√2/4) = (2 + √2)/8.

The bond 1–2 is the same by reflection. Element 0–2 vanishes, since neither pair contains both end sites and the trimer gives it weight 0. Thus the Yang-Lee matrix, called P from here on, is P = 1/2 + ((2+√2)/8)A, where 1/2 stands for half the identity matrix. Lean checks all nine elements with `fin_cases`.

```lean
/-- The Yang-Lee matrix of the chain has an eigenvalue above one, and its energy
`-1 - √2/2` lies below `-√2`, the least energy over density matrices with `0 ≤ Q ≤ 1`. -/
theorem yangLee_not_variational {P₁ P₃ : Matrix (Fin 2) (Fin 2) ℝ}
    {P₂ : Matrix (Fin 3) (Fin 3) ℝ}
    (h₁ : IsFermi (chainH.submatrix leftSites leftSites) P₁) (h₂ : IsFermi chainH P₂)
    (h₃ : IsFermi (chainH.submatrix rightSites rightSites) P₃) :
    (yangLee P₁ P₂ P₃ *ᵥ ![1, √2, 1] = ((3 + √2) / 4) • ![1, √2, 1] ∧ 1 < (3 + √2) / 4) ∧
    (yangLee P₁ P₂ P₃ * chainH).trace = -1 - √2 / 2 ∧ -1 - √2 / 2 < -√2 ∧
    IsLeast {E : ℝ | ∃ Q, IsEnsemble Q ∧ E = (Q * chainH).trace} (-√2) := by
  have hs := sqrt_two_mul
  have hp := sqrt_two_pos
  refine ⟨⟨?_, by nlinarith⟩, ?_, by nlinarith, exact_minimum⟩
  · rw [yangLee_eq h₁ h₂ h₃]
    ext i
    fin_cases i <;>
      simp [adj, Matrix.mulVec, dotProduct,
        Fin.sum_univ_three, Matrix.one_apply] <;> linarith
  · rw [yangLee_eq h₁ h₂ h₃, chainH_eq]
    simp [adj, Matrix.trace, Matrix.mul_apply, Fin.sum_univ_three, Matrix.one_apply]
    linarith
```

This is the main result. Since A(1,√2,1) = √2(1,√2,1), the lowest orbital has occupation

1/2 + √2(2+√2)/8 = (3+√2)/4 ≈ 1.10 > 1.

As Tr A = 0 and Tr A² = 4, the energy is

Tr(PH) = −4(2+√2)/8 = −1 − √2/2 ≈ −1.71,

below the minimum −√2 ≈ −1.41. The proof inserts the formula for P, computes both quantities and cites `exact_minimum`.

```lean
/-- The Yang-Lee matrix has the same trace `3/2` as the Fermi matrix of the whole chain. -/
theorem electron_number {P₁ P₃ : Matrix (Fin 2) (Fin 2) ℝ} {P₂ : Matrix (Fin 3) (Fin 3) ℝ}
    (h₁ : IsFermi (chainH.submatrix leftSites leftSites) P₁) (h₂ : IsFermi chainH P₂)
    (h₃ : IsFermi (chainH.submatrix rightSites rightSites) P₃) :
    (yangLee P₁ P₂ P₃).trace = 3 / 2 ∧ P₂.trace = 3 / 2 := by
  rw [yangLee_eq h₁ h₂ h₃, (fermi_trimer _).mp h₂]
  constructor
  · simp only [Matrix.trace, Matrix.diag, Fin.sum_univ_three]
    simp [adj]
    norm_num
  · simp only [Matrix.trace, Matrix.diag, Fin.sum_univ_three]
    simp [trimerP]
    norm_num

end

end DivideAndConquerChain
```

Both P and the exact Fermi matrix have three diagonal elements 1/2, hence trace 3/2. The electron number is correct even though one orbital is overfilled.

```lean
#print axioms DivideAndConquerChain.exact_minimum
#print axioms DivideAndConquerChain.yangLee_not_variational
#print axioms DivideAndConquerChain.electron_number
```

```
'DivideAndConquerChain.exact_minimum' depends on axioms: [propext, Classical.choice, Quot.sound]
'DivideAndConquerChain.yangLee_not_variational' depends on axioms: [propext, Classical.choice, Quot.sound]
'DivideAndConquerChain.electron_number' depends on axioms: [propext, Classical.choice, Quot.sound]
```
